# Entropy per added carrier changes sign at filling \(g_1/(g_0+g_1)\) on a lattice of equally weighted configurations

## A wrong sign from counting positions only

Consider electrons on a lattice where strong repulsion keeps two of them from sharing a site and all remaining configurations, spin included, are equally likely. If only their positions are counted, the entropy gained by adding an electron changes sign when half of the sites are occupied. At 0.6 electrons per site this gives \(k_B\log(2/3)\approx-0.41\,k_B\), where \(k_B\) is the Boltzmann constant. But an occupied site has two spin states and an empty site has one. With spin included, the gain is \(k_B\log(4/3)\approx+0.29\,k_B\). A high-temperature thermopower estimated from the first number then has the wrong sign.

The general case has \(N\) sites. Each site is either carrier-free, in one of \(g_0\) local states, or holds one carrier, in one of \(g_1\) local states. These degeneracies may count spin, orbital or both. Let \(W(N,M)\) be the number of configurations with exactly \(M\) carriers. The entropy gained by adding one carrier is then \(k_B\log[W(N,M+1)/W(N,M)]\), and its value on a large lattice at fixed filling is wanted.

## From entropy to thermopower

Let \(S\) be the thermopower (Seebeck coefficient, not the entropy) and \(q\neq0\) the charge of a carrier. Measure energies from that of a carrier sitting on a site. At high temperature \(T\), the energy carried by the current then contributes little to \(S\), which leaves \(S=-\mu/(qT)\) with \(\mu\) the chemical potential. Since \(-\mu/T\) is the entropy gained per added carrier at fixed energy,

\[
qS=k_B\log\frac{W(N,M+1)}{W(N,M)} .
\]

The Heikes formula is a statement about transport, and this balance is its transport content. Here the balance is assumed; the counting and the limit are proved.

The hypotheses also leave open whether a given material at a given temperature weights all these configurations equally. It does so to a good approximation when hopping, interactions between different sites, differences in carrier energy from site to site and the splittings among the retained local states are all small compared with \(k_BT\), while excluded states, such as doubly occupied sites, lie far above it. In that regime, with at most one carrier per site, the formula gives a reference value for Seebeck coefficients computed from correlated-electron models.

## The limit and its Lean form

Suppose \(g_0,g_1>0\) and the filling \(M/N\) tends to \(c\) with \(0<c<1\) as \(N\to\infty\). Then

\[
\log\frac{W(N,M+1)}{W(N,M)}\;\longrightarrow\;\log\frac{g_1(1-c)}{g_0c}.
\]

This is `tendsto_log_ratio`. Its ingredients correspond to the physics as follows.

- A configuration is a function `Fin N → Fin g0 ⊕ Fin g1`. It assigns to each labelled site a carrier-free state (left) or a carrier state (right). Carriers have no labels of their own.
- `occupied f` is the set of sites holding a carrier, and `numStates g0 g1 N M` is \(W(N,M)\), defined by counting configurations. The binomial formula for it is a theorem.
- The carrier number is a function `M : ℕ → ℕ` of the lattice size, so \(M\) in the limit stands for `M N`. The hypothesis `hM` says that \(M/N\to c\).
- `carrierEntropy g0 g1 c` is the limiting logarithm, an entropy in units of \(k_B\).

In `tendsto_thermopower` the entropy balance is the hypothesis `hS`, and the conclusion is

\[
S\longrightarrow\frac{k_B}{q}\log\frac{g_1(1-c)}{g_0c}.
\]

For electrons \(q\) is negative, so the thermopower and the entropy per added carrier have opposite signs. `hS` is imposed for every \(N\), including small lattices with no room for another carrier, where Lean assigns the logarithm the value 0; these do not affect the limit.

Three further theorems describe the limiting entropy: `carrierEntropy_sign` locates its sign change, `carrierEntropy_split` separates filling from degeneracy, and `carrierEntropy_exchange` swaps carriers and carrier-free sites.

## Counting the configurations

Fix the set of occupied sites and let it have \(M\) elements. Each of these sites can be in \(g_1\) states and each of the other \(N-M\) sites in \(g_0\) states, independently. This gives \(g_1^M g_0^{N-M}\) configurations. There are \(\binom NM\) such sets, so

\[
W(N,M)=\binom NM g_1^M g_0^{N-M}.
\]

For \(M>N\) the count is zero, as is the binomial coefficient.

## Adding one carrier

For \(M<N\), start from the binomial identity

\[
\binom N{M+1}(M+1)=\binom NM(N-M)
\]

and multiply both sides by \(g_1^{M+1}g_0^{N-M}\). The result is

\[
W(N,M+1)\,g_0(M+1)=W(N,M)\,g_1(N-M).
\]

For \(M=N\) both sides vanish, because no site is left and the factor \(N-M\) is zero. For \(M>N\) both counts vanish.

Since \(M/N\to c<1\), eventually \(M<N\), and then \(W(N,M)>0\). Dividing the recursion by \(W(N,M)\,g_0(M+1)\), and then numerator and denominator by \(N\), gives

\[
\frac{W(N,M+1)}{W(N,M)}
=\frac{g_1(N-M)}{g_0(M+1)}
=\frac{g_1(1-M/N)}{g_0(M/N+1/N)} .
\]

As \(M/N\to c\) and \(1/N\to0\), the right-hand side tends to \(g_1(1-c)/(g_0c)\). This number is positive, so the logarithm is continuous there and the limit passes through it. Multiplication by \(k_B/q\) gives the thermopower.

## Sign, splitting and exchange

The limiting logarithm is positive exactly when its argument exceeds 1:

\[
g_1(1-c)>g_0c
\quad\Longleftrightarrow\quad
c<\frac{g_1}{g_0+g_1}.
\]

Reversing the inequality gives the negative case, and equality gives zero. For \(g_0=1\), \(g_1=2\) the sign changes at \(c=2/3\), which is why a filling of 0.6 still gives a positive entropy.

The logarithm of a product of positive factors splits:

\[
\log\frac{g_1(1-c)}{g_0c}
=\log\frac{1-c}{c}+\log\frac{g_1}{g_0}.
\]

The first term is configurational and vanishes at \(c=1/2\). The second depends only on the degeneracies.

Exchanging carriers with carrier-free sites replaces \(c\) by \(1-c\) and swaps \(g_0\) with \(g_1\). The argument of the logarithm becomes its reciprocal, so the entropy changes sign.

## The complete Lean file

```lean
import Mathlib

open Filter Topology Finset

namespace HeikesThermopower

/-- The set of sites that hold a carrier. A site is either carrier-free, in one of `g0` local
states (left), or holds a carrier, in one of `g1` local states (right). -/
def occupied {g0 g1 N : ℕ} (f : Fin N → Fin g0 ⊕ Fin g1) : Finset (Fin N) :=
  univ.filter (fun i => (f i).isRight = true)

/-- The number of configurations of `N` sites with exactly `M` carriers. -/
def numStates (g0 g1 N M : ℕ) : ℕ :=
  (univ.filter (fun f : Fin N → Fin g0 ⊕ Fin g1 => (occupied f).card = M)).card

/-- The limiting entropy, in units of the Boltzmann constant, gained by adding one carrier at
filling `c`; the domain is `g0, g1 > 0` and `0 < c < 1`. -/
noncomputable def carrierEntropy (g0 g1 c : ℝ) : ℝ :=
  Real.log (g1 * (1 - c) / (g0 * c))

/-- Once the set `s` of occupied sites is fixed, each occupied site contributes a factor `g1`
and each carrier-free site a factor `g0`. -/
theorem card_fixed_occupation (g0 g1 N : ℕ) (s : Finset (Fin N)) :
    (univ.filter (fun f : Fin N → Fin g0 ⊕ Fin g1 => occupied f = s)).card
      = g1 ^ s.card * g0 ^ (N - s.card) := by
  -- the configurations form a product of independent local choices
  have h : univ.filter (fun f : Fin N → Fin g0 ⊕ Fin g1 => occupied f = s)
      = Fintype.piFinset (fun i =>
          univ.filter (fun x : Fin g0 ⊕ Fin g1 => (x.isRight = true ↔ i ∈ s))) := by
    ext f
    simp only [mem_filter, mem_univ, true_and, Fintype.mem_piFinset, occupied, Finset.ext_iff]
  have hloc : ∀ i : Fin N,
      (univ.filter (fun x : Fin g0 ⊕ Fin g1 => (x.isRight = true ↔ i ∈ s))).card
        = if i ∈ s then g1 else g0 := by
    intro i
    rw [Finset.card_filter, Fintype.sum_sum_type]
    by_cases hi : i ∈ s <;> simp [hi]
  have hs : univ.filter (fun i : Fin N => i ∈ s) = s := by ext i; simp
  have hs' : univ.filter (fun i : Fin N => i ∉ s) = sᶜ := by ext i; simp
  rw [h, Fintype.card_piFinset, Finset.prod_congr rfl (fun i _ => hloc i), Finset.prod_ite,
    Finset.prod_const, Finset.prod_const, hs, hs', Finset.card_compl, Fintype.card_fin]

/-- The number of states of `M` carriers on `N` sites is the number of ways to place the
carriers times the local degeneracies of all sites. -/
theorem numStates_eq (g0 g1 N M : ℕ) :
    numStates g0 g1 N M = N.choose M * g1 ^ M * g0 ^ (N - M) := by
  have hmap : ∀ f ∈ univ.filter (fun f : Fin N → Fin g0 ⊕ Fin g1 => (occupied f).card = M),
      occupied f ∈ powersetCard M (univ : Finset (Fin N)) := by
    intro f hf
    exact mem_powersetCard.2 ⟨subset_univ _, (mem_filter.1 hf).2⟩
  -- group the configurations by their set of occupied sites
  have hfib : ∀ s ∈ powersetCard M (univ : Finset (Fin N)),
      ((univ.filter (fun f : Fin N → Fin g0 ⊕ Fin g1 => (occupied f).card = M)).filter
        (fun f => occupied f = s)).card = g1 ^ M * g0 ^ (N - M) := by
    intro s hs
    have hcard := (mem_powersetCard.1 hs).2
    rw [← hcard, ← card_fixed_occupation]
    congr 1
    ext f
    simp only [mem_filter, mem_univ, true_and]
    exact ⟨fun h => h.2, fun h => ⟨by rw [h], h⟩⟩
  rw [numStates, Finset.card_eq_sum_card_fiberwise hmap, Finset.sum_congr rfl hfib,
    Finset.sum_const, card_powersetCard, card_univ, Fintype.card_fin, smul_eq_mul, mul_assoc]

/-- Exact recursion for adding one carrier to a finite lattice. -/
theorem numStates_succ (g0 g1 N M : ℕ) :
    (numStates g0 g1 N (M + 1) : ℝ) * (g0 * (M + 1))
      = numStates g0 g1 N M * (g1 * ((N : ℝ) - M)) := by
  rcases lt_trichotomy M N with h | h | h
  · obtain ⟨d, rfl⟩ := Nat.exists_eq_add_of_lt h
    have e1 : M + d + 1 - M = d + 1 := by omega
    have e2 : M + d + 1 - (M + 1) = d := by omega
    have hc := Nat.choose_succ_right_eq (M + d + 1) M
    rw [e1] at hc
    have hc' : ((M + d + 1).choose (M + 1) : ℝ) * (M + 1)
        = (M + d + 1).choose M * (d + 1) := by exact_mod_cast hc
    rw [numStates_eq, numStates_eq, e1, e2]
    push_cast
    linear_combination (g1 : ℝ) ^ (M + 1) * (g0 : ℝ) ^ (d + 1) * hc'
  · subst h
    simp [numStates_eq]
  · simp [numStates_eq, Nat.choose_eq_zero_of_lt h,
      Nat.choose_eq_zero_of_lt (h.trans (Nat.lt_succ_self M))]

/-- **Entropy per added carrier.** For positive degeneracies, if the filling `M/N` tends to `c`
with `0 < c < 1` as the lattice grows, the logarithm of the ratio of state counts with `M + 1`
and `M` carriers tends to `log (g1 (1 - c) / (g0 c))`. -/
theorem tendsto_log_ratio {g0 g1 : ℕ} (h0 : 0 < g0) (h1 : 0 < g1) {c : ℝ} (hc0 : 0 < c)
    (hc1 : c < 1) {M : ℕ → ℕ} (hM : Tendsto (fun N : ℕ => (M N : ℝ) / N) atTop (𝓝 c)) :
    Tendsto (fun N : ℕ => Real.log
      ((numStates g0 g1 N (M N + 1) : ℝ) / numStates g0 g1 N (M N)))
      atTop (𝓝 (carrierEntropy g0 g1 c)) := by
  have h0' : (0 : ℝ) < g0 := by exact_mod_cast h0
  have h1' : (0 : ℝ) < g1 := by exact_mod_cast h1
  have hlim : Tendsto (fun N : ℕ => (g1 : ℝ) * (1 - (M N : ℝ) / N)
      / (g0 * ((M N : ℝ) / N + 1 / (N : ℝ)))) atTop (𝓝 (g1 * (1 - c) / (g0 * c))) := by
    have hd := hM.add (tendsto_one_div_atTop_nhds_zero_nat :
      Tendsto (fun n : ℕ => 1 / (n : ℝ)) atTop (𝓝 0))
    rw [add_zero] at hd
    exact ((hM.const_sub 1).const_mul _).div (hd.const_mul _) (mul_pos h0' hc0).ne'
  have hne : (g1 : ℝ) * (1 - c) / (g0 * c) ≠ 0 :=
    (div_pos (mul_pos h1' (sub_pos.2 hc1)) (mul_pos h0' hc0)).ne'
  refine (hlim.congr' ?_).log hne
  -- for large lattices there is room for one more carrier, and the recursion gives the ratio
  filter_upwards [hM.eventually_lt_const hc1, eventually_gt_atTop 0] with N hN hpos
  have hNr : (0 : ℝ) < N := by exact_mod_cast hpos
  rw [div_lt_one hNr] at hN
  have hMN : M N < N := by exact_mod_cast hN
  have hW : (0 : ℝ) < numStates g0 g1 N (M N) := by
    have hch := Nat.choose_pos hMN.le
    rw [numStates_eq]
    exact_mod_cast Nat.mul_pos (Nat.mul_pos hch (pow_pos h1 _)) (pow_pos h0 _)
  have hM1 : (0 : ℝ) < (M N : ℝ) + 1 := by positivity
  have e : (g1 : ℝ) * (1 - (M N : ℝ) / N) / (g0 * ((M N : ℝ) / N + 1 / (N : ℝ)))
      = g1 * ((N : ℝ) - M N) / (g0 * ((M N : ℝ) + 1)) := by
    have a1 : 1 - (M N : ℝ) / N = ((N : ℝ) - M N) / N := by field_simp
    have a2 : (M N : ℝ) / N + 1 / (N : ℝ) = ((M N : ℝ) + 1) / N := by ring
    rw [a1, a2]
    field_simp
  rw [e, div_eq_div_iff (mul_pos h0' hM1).ne' hW.ne']
  linear_combination -(numStates_succ g0 g1 N (M N))

/-- **Heikes formula with degeneracies.** Let carriers of charge `q ≠ 0` have thermopower `S`
with `q S` equal to the entropy gained per added carrier. For positive degeneracies and filling
tending to `c`, `0 < c < 1`, `S` tends to `(kB / q) log (g1 (1 - c) / (g0 c))`. -/
theorem tendsto_thermopower {g0 g1 : ℕ} (h0 : 0 < g0) (h1 : 0 < g1) {c kB q : ℝ}
    (hc0 : 0 < c) (hc1 : c < 1) (hq : q ≠ 0) {M : ℕ → ℕ} {S : ℕ → ℝ}
    (hM : Tendsto (fun N : ℕ => (M N : ℝ) / N) atTop (𝓝 c))
    (hS : ∀ N, q * S N = kB * Real.log
      ((numStates g0 g1 N (M N + 1) : ℝ) / numStates g0 g1 N (M N))) :
    Tendsto S atTop (𝓝 (kB / q * carrierEntropy g0 g1 c)) := by
  refine ((tendsto_log_ratio h0 h1 hc0 hc1 hM).const_mul (kB / q)).congr fun N => ?_
  rw [div_mul_eq_mul_div, ← hS N, mul_div_cancel_left₀ _ hq]

/-- For positive degeneracies and `0 < c < 1`, the entropy per added carrier is positive, zero
or negative exactly when the filling is below, at or above `g1 / (g0 + g1)`. -/
theorem carrierEntropy_sign {g0 g1 c : ℝ} (h0 : 0 < g0) (h1 : 0 < g1) (hc0 : 0 < c)
    (hc1 : c < 1) :
    (0 < carrierEntropy g0 g1 c ↔ c < g1 / (g0 + g1)) ∧
    (carrierEntropy g0 g1 c = 0 ↔ c = g1 / (g0 + g1)) ∧
    (carrierEntropy g0 g1 c < 0 ↔ g1 / (g0 + g1) < c) := by
  have hd : 0 < g0 * c := mul_pos h0 hc0
  have hx : 0 < g1 * (1 - c) / (g0 * c) := div_pos (mul_pos h1 (sub_pos.2 hc1)) hd
  have hp : 0 < carrierEntropy g0 g1 c ↔ c < g1 / (g0 + g1) := by
    rw [carrierEntropy, Real.log_pos_iff hx.le, one_lt_div hd, lt_div_iff₀ (add_pos h0 h1)]
    constructor <;> intro h <;> nlinarith
  have hn : carrierEntropy g0 g1 c < 0 ↔ g1 / (g0 + g1) < c := by
    rw [carrierEntropy, Real.log_neg_iff hx, div_lt_one hd, div_lt_iff₀ (add_pos h0 h1)]
    constructor <;> intro h <;> nlinarith
  refine ⟨hp, ⟨fun h => ?_, fun h => ?_⟩, hn⟩
  · exact le_antisymm (not_lt.1 fun k => (hn.2 k).ne h) (not_lt.1 fun k => (hp.2 k).ne' h)
  · exact le_antisymm (not_lt.1 fun k => (hp.1 k).ne h) (not_lt.1 fun k => (hn.1 k).ne' h)

/-- For positive degeneracies and `0 < c < 1`, the entropy per added carrier is the sum of a
configurational part, set by the filling, and a part set by the ratio of degeneracies. -/
theorem carrierEntropy_split {g0 g1 c : ℝ} (h0 : 0 < g0) (h1 : 0 < g1) (hc0 : 0 < c)
    (hc1 : c < 1) :
    carrierEntropy g0 g1 c = Real.log ((1 - c) / c) + Real.log (g1 / g0) := by
  have hc : 0 < 1 - c := sub_pos.2 hc1
  rw [carrierEntropy, ← Real.log_mul (div_pos hc hc0).ne' (div_pos h1 h0).ne',
    div_mul_div_comm, mul_comm g1, mul_comm g0]

/-- Exchanging the roles of carriers and carrier-free sites reverses the sign of the entropy
per added carrier. -/
theorem carrierEntropy_exchange (g0 g1 c : ℝ) :
    carrierEntropy g1 g0 (1 - c) = -carrierEntropy g0 g1 c := by
  rw [carrierEntropy, carrierEntropy, ← Real.log_inv, inv_div, sub_sub_cancel]

end HeikesThermopower
```

```lean
#print axioms HeikesThermopower.tendsto_thermopower
#print axioms HeikesThermopower.carrierEntropy_sign
#print axioms HeikesThermopower.carrierEntropy_split
#print axioms HeikesThermopower.carrierEntropy_exchange
```

```
'HeikesThermopower.tendsto_thermopower' depends on axioms: [propext, Classical.choice, Quot.sound]
'HeikesThermopower.carrierEntropy_sign' depends on axioms: [propext, Classical.choice, Quot.sound]
'HeikesThermopower.carrierEntropy_split' depends on axioms: [propext, Classical.choice, Quot.sound]
'HeikesThermopower.carrierEntropy_exchange' depends on axioms: [propext, Classical.choice, Quot.sound]
```

## Counting in Lean

`card_fixed_occupation` treats a fixed occupied set `s`. The equality `h` rewrites the configurations with that set as a product of independent local choices, expressed by `Fintype.piFinset`. The local count `hloc` is `g1` on `s` and `g0` elsewhere. Splitting the product over sites into these two groups yields the two powers.

`numStates_eq` then sums over occupied sets. `hmap` says that every configuration counted has an occupied set of size `M`, and `hfib` says that each such set contributes the same number of configurations. `Finset.card_eq_sum_card_fiberwise` adds the contributions, and `card_powersetCard` supplies the binomial coefficient.

`numStates_succ` follows the three cases above by `lt_trichotomy M N`. When `M < N`, the lattice size is written as `M + d + 1`, which turns the exponents into `d + 1` and `d`. The binomial identity is `Nat.choose_succ_right_eq`, and `linear_combination` multiplies it by the powers of the degeneracies.

## The limit and its consequences in Lean

In `tendsto_log_ratio`, `hlim` is the limit of the expression in \(M/N\) and \(1/N\), and `hne` records that its value is nonzero, which is what the continuity of Lean's real logarithm requires. The step `hlim.congr'` allows this expression to be replaced by the ratio of counts if the two agree for all sufficiently large `N`.

The `filter_upwards` step selects those `N`: they are positive and satisfy `M N / N < 1`, hence `M N < N`. There `hW` gives a positive denominator, the equality `e` clears the fractions \(M/N\) and \(1/N\), and the last line applies the recursion after cross-multiplication.

`tendsto_thermopower` multiplies the limit by `kB / q` and uses `hS` and `q ≠ 0` to identify the resulting sequence with `S`.

In `carrierEntropy_sign`, the positive and negative cases compare the argument of the logarithm with 1, and `nlinarith` handles the remaining inequalities in \(c\). The zero case follows from these two by excluding both strict inequalities. `carrierEntropy_split` uses the product rule for the logarithm, and `carrierEntropy_exchange` uses the rule for a reciprocal.
